# On an infinite chain of normalised orbitals with only nearest-neighbour overlap 0 < s < 1/2, the overlap condition number fixes the decay of the bounded dual coefficients

## Question

An infinite chain has no end sites to supply boundary conditions, so I have to say which coefficient sequences are allowed before I can speak of "the" dual function. I would allow the bounded ones.

Take one real orbital per site, with unit self-overlap, overlap $s$ between nearest neighbours and zero overlap beyond them, where $0<s<1/2$. The dual function at site $0$ overlaps with the orbital there to give $1$ and with every other orbital to give $0$. Its coefficients should alternate in sign and decay exponentially, by a factor $q=(\sqrt K-1)/(\sqrt K+1)$ per site, where $K$ is the condition number of the overlap matrix. As $s$ increases to $1/2$, the decay length should diverge. Can this be made rigorous and machine-checked, including the claim that there is no other bounded solution?

## Answer

Bounded real sequences on $\mathbb Z$ are a suitable class: they exclude the growing solutions of the recurrence without assuming any decay in advance. A second choice concerns $K$, which is taken here as the upper edge of the overlap band divided by its lower edge. With these choices the whole claim can be proved.

### From the recurrence to the decay factor

Write the dual function as a combination of the orbitals with coefficients $g_n$. Its overlap with the orbital at site $n$ must be $\delta_{n,0}$, so
$$s\,g_{n-1}+g_n+s\,g_{n+1}=\delta_{n,0}\qquad(n\in\mathbb Z).$$

Set $w=\sqrt{1-4s^2}$ and $q=(1-w)/(2s)$. Since $0<4s^2<1$, we have $0<w<1$, and hence $q>0$. Moreover
$$(1-2s)^2<(1-2s)(1+2s)=w^2,$$
so $1-2s<w$. This gives $1-w<2s$, which is $q<1$.

From $2sq=1-w$ it follows that
$$4s\,(sq^2-q+s)=(1-w)^2-2(1-w)+4s^2=w^2-1+4s^2=0,$$
and therefore $sq^2-q+s=0$.

**Existence.** Try $g_n=(-q)^{|n|}/w$. For $n\neq0$ put $m=|n|-1$. The three sites involved lie at distances $m$, $m+1$ and $m+2$ from the origin, and the left-hand side is
$$\frac{(-q)^m}{w}\,(s-q+sq^2)=0.$$
At $n=0$ it is $(1-2sq)/w=w/w=1$.

**Uniqueness.** The difference $h$ of two bounded solutions is bounded, say $|h_n|\le M$ for all $n$, and satisfies $h_n=-s(h_{n-1}+h_{n+1})$. Hence $|h_n|\le 2sM$ for all $n$. Feeding this bound back into the same equation gives $|h_n|\le(2s)^2M$, and after $j$ rounds $|h_n|\le(2s)^jM$. Because $2s<1$, the right-hand side tends to zero, so $h_n=0$.

**The condition number.** A standing Bloch wave $\cos(kn)$ satisfies
$$s\cos(k(n-1))+\cos(kn)+s\cos(k(n+1))=(1+2s\cos k)\cos(kn).$$
The band $1+2s\cos k$ has its maximum $1+2s$ at $k=0$ and its minimum $1-2s$ at $k=\pi$, so
$$K=\frac{1+2s}{1-2s}=\frac{(1+2s)^2}{w^2},\qquad \sqrt K=\frac{1+2s}{w}.$$
Therefore
$$\frac{\sqrt K-1}{\sqrt K+1}=\frac{1+2s-w}{1+2s+w}.$$
This equals $q=(1-w)/(2s)$, because
$$(1-w)(1+2s+w)=1+2s-2sw-w^2=2s(1+2s-w),$$
where the last step uses $w^2=1-4s^2$.

**The decay length.** Define $\xi=-1/\ln q$, in units of the lattice spacing. Then $|g_n|=e^{-|n|/\xi}/w$. As $s$ increases to $1/2$, $w\to0$ and $q\to1$ from below. Thus $-\ln q$ tends to zero through positive values, and $\xi\to\infty$.

### The Lean file

```lean
import Mathlib

open Filter Topology

namespace OverlapChainDual

noncomputable section

/-- The overlap operator of an infinite chain with unit self-overlap and
nearest-neighbour overlap `s`, acting on coefficient sequences. -/
def overlapOp (s : ℝ) (f : ℤ → ℝ) (n : ℤ) : ℝ :=
  s * f (n - 1) + f n + s * f (n + 1)

/-- The overlap band as a function of the Bloch wave number `k`. -/
def band (s k : ℝ) : ℝ := 1 + 2 * s * Real.cos k

/-- The upper edge of the overlap band over its lower edge. For `|s| < 1/2` this is the condition
number of the chain. -/
def condNumber (s : ℝ) : ℝ :=
  sSup (Set.range (band s)) / sInf (Set.range (band s))

/-- The normalisation `w = √(1 - 4 s²)` of the dual function. -/
def width (s : ℝ) : ℝ := Real.sqrt (1 - 4 * s ^ 2)

/-- The factor `q` by which the dual function shrinks from site to site. -/
def ratio (s : ℝ) : ℝ := (1 - width s) / (2 * s)

/-- The coefficients of the dual function centred at site zero. -/
def dual (s : ℝ) (n : ℤ) : ℝ := (-ratio s) ^ n.natAbs / width s

/-- The decay length of the dual function, in units of the lattice spacing. -/
def decayLength (s : ℝ) : ℝ := (-Real.log (ratio s))⁻¹

/-- Standing Bloch waves are eigenfunctions of the overlap operator, and the overlap
band gives their eigenvalues. -/
theorem overlapOp_bloch (s k : ℝ) (n : ℤ) :
    overlapOp s (fun m => Real.cos (k * m)) n = band s k * Real.cos (k * n) := by
  simp only [overlapOp, band]
  push_cast
  rw [mul_sub, mul_add, mul_one, Real.cos_sub, Real.cos_add]
  ring

/-- For positive `s`, the band-edge quotient `condNumber s` equals `(1 + 2s)/(1 - 2s)`. It is a
condition number only when `s < 1/2`; at `s = 1/2` both sides are zero by Lean's convention for
division by zero. -/
theorem condNumber_eq {s : ℝ} (h0 : 0 < s) :
    condNumber s = (1 + 2 * s) / (1 - 2 * s) := by
  -- the band edges are reached at k = 0 and k = π
  have hmax : IsGreatest (Set.range (band s)) (1 + 2 * s) := by
    refine ⟨⟨0, by simp [band]⟩, ?_⟩
    rintro _ ⟨k, rfl⟩
    unfold band
    nlinarith [Real.cos_le_one k]
  have hmin : IsLeast (Set.range (band s)) (1 - 2 * s) := by
    refine ⟨⟨Real.pi, by unfold band; rw [Real.cos_pi]; ring⟩, ?_⟩
    rintro _ ⟨k, rfl⟩
    unfold band
    nlinarith [Real.neg_one_le_cos k]
  rw [condNumber, hmax.csSup_eq, hmin.csInf_eq]

lemma width_pos_sq {s : ℝ} (h0 : 0 < s) (h1 : s < 1 / 2) :
    0 < width s ∧ width s ^ 2 = 1 - 4 * s ^ 2 := by
  have h : 0 < 1 - 4 * s ^ 2 := by nlinarith
  exact ⟨Real.sqrt_pos.mpr h, Real.sq_sqrt h.le⟩

/-- The site-to-site factor lies strictly between zero and one. -/
theorem ratio_mem {s : ℝ} (h0 : 0 < s) (h1 : s < 1 / 2) :
    0 < ratio s ∧ ratio s < 1 := by
  obtain ⟨hw, hw2⟩ := width_pos_sq h0 h1
  have hlt : width s < 1 := by nlinarith [sq_pos_of_pos h0]
  have hgt : 1 - 2 * s < width s := by
    apply Real.lt_sqrt_of_sq_lt
    nlinarith
  refine ⟨div_pos (by linarith) (by linarith), ?_⟩
  rw [ratio, div_lt_one (by linarith)]
  linarith

/-- The overlap operator maps the dual coefficients to the unit vector at site zero. -/
theorem overlapOp_dual {s : ℝ} (h0 : 0 < s) (h1 : s < 1 / 2) (n : ℤ) :
    overlapOp s (dual s) n = if n = 0 then 1 else 0 := by
  obtain ⟨hw, hw2⟩ := width_pos_sq h0 h1
  have hq : 2 * s * ratio s = 1 - width s := by
    unfold ratio
    field_simp
  -- the characteristic equation of the recurrence
  have hchar : s * ratio s ^ 2 - ratio s + s = 0 := by
    have h4 : (4 * s) * (s * ratio s ^ 2 - ratio s + s) = 0 := by
      linear_combination (2 * s * ratio s - 1 - width s) * hq + hw2
    exact (mul_eq_zero.mp h4).resolve_left (by positivity)
  unfold overlapOp dual
  rcases lt_trichotomy n 0 with hn | hn | hn
  · obtain ⟨m, rfl⟩ : ∃ m : ℕ, n = -(m : ℤ) - 1 := ⟨(-n - 1).toNat, by omega⟩
    rw [if_neg (by omega), show (-(m : ℤ) - 1 - 1).natAbs = m + 2 by omega,
      show (-(m : ℤ) - 1).natAbs = m + 1 by omega,
      show (-(m : ℤ) - 1 + 1).natAbs = m by omega]
    linear_combination ((-ratio s) ^ m / width s) * hchar
  · subst hn
    have hv : s * (-ratio s / width s) + 1 / width s + s * (-ratio s / width s) = 1 := by
      have : s * (-ratio s / width s) + 1 / width s + s * (-ratio s / width s)
          = (1 - 2 * s * ratio s) / width s := by ring
      rw [this, hq, sub_sub_cancel, div_self hw.ne']
    simpa using hv
  · obtain ⟨m, rfl⟩ : ∃ m : ℕ, n = (m : ℤ) + 1 := ⟨(n - 1).toNat, by omega⟩
    rw [if_neg (by omega), show ((m : ℤ) + 1 - 1).natAbs = m by omega,
      show ((m : ℤ) + 1).natAbs = m + 1 by omega,
      show ((m : ℤ) + 1 + 1).natAbs = m + 2 by omega]
    linear_combination ((-ratio s) ^ m / width s) * hchar

/-- A bounded sequence annihilated by the overlap operator vanishes. -/
theorem bounded_null {s : ℝ} (h0 : 0 < s) (h1 : s < 1 / 2) {h : ℤ → ℝ} {M : ℝ}
    (hM : ∀ n, |h n| ≤ M) (hS : ∀ n, overlapOp s h n = 0) (n : ℤ) : h n = 0 := by
  -- each use of the equation improves the bound by the factor 2s
  have key : ∀ m : ℕ, ∀ n, |h n| ≤ (2 * s) ^ m * M := by
    intro m
    induction m with
    | zero => simpa using hM
    | succ m ih =>
      intro n
      have e := hS n
      unfold overlapOp at e
      obtain ⟨a1, a2⟩ := abs_le.mp (ih (n - 1))
      obtain ⟨b1, b2⟩ := abs_le.mp (ih (n + 1))
      have a1' := mul_le_mul_of_nonneg_left a1 h0.le
      have a2' := mul_le_mul_of_nonneg_left a2 h0.le
      have b1' := mul_le_mul_of_nonneg_left b1 h0.le
      have b2' := mul_le_mul_of_nonneg_left b2 h0.le
      have hp : (2 * s) ^ (m + 1) * M = 2 * (s * ((2 * s) ^ m * M)) := by ring
      rw [hp, abs_le]
      constructor <;> linarith
  have ht : Tendsto (fun m : ℕ => (2 * s) ^ m * M) atTop (𝓝 0) := by
    simpa using (tendsto_pow_atTop_nhds_zero_of_lt_one
      (by linarith : 0 ≤ 2 * s) (by linarith)).mul_const M
  exact abs_nonpos_iff.mp (ge_of_tendsto' ht fun m => key m n)

/-- The site-to-site factor is `(√K - 1)/(√K + 1)`, with `K` the condition number. -/
theorem ratio_eq_condNumber {s : ℝ} (h0 : 0 < s) (h1 : s < 1 / 2) :
    ratio s = (√(condNumber s) - 1) / (√(condNumber s) + 1) := by
  obtain ⟨hw, hw2⟩ := width_pos_sq h0 h1
  have hK : condNumber s = ((1 + 2 * s) / width s) ^ 2 := by
    have ha : 1 - 2 * s ≠ 0 := by linarith
    have hb : 1 - 4 * s ^ 2 ≠ 0 := by rw [← hw2]; positivity
    rw [condNumber_eq h0, div_pow, hw2, div_eq_div_iff ha hb]
    ring
  rw [hK, Real.sqrt_sq (by positivity)]
  have hr : ((1 + 2 * s) / width s - 1) / ((1 + 2 * s) / width s + 1)
      = (1 + 2 * s - width s) / (1 + 2 * s + width s) := by
    rw [div_sub_one hw.ne', div_add_one hw.ne', div_div_div_cancel_right₀ hw.ne']
  rw [hr, ratio, div_eq_div_iff (by positivity) (by positivity)]
  linear_combination -hw2

/-- A bounded sequence solves the dual-function equation exactly when it is the alternating
exponential whose site-to-site factor is fixed by the condition number. -/
theorem dual_iff {s : ℝ} (h0 : 0 < s) (h1 : s < 1 / 2) {f : ℤ → ℝ}
    (hf : ∃ M, ∀ n, |f n| ≤ M) :
    (∀ n, overlapOp s f n = if n = 0 then 1 else 0) ↔
      ∀ n, f n = (-((√(condNumber s) - 1) / (√(condNumber s) + 1))) ^ n.natAbs
        / √(1 - 4 * s ^ 2) := by
  rw [← ratio_eq_condNumber h0 h1]
  change _ ↔ ∀ n, f n = dual s n
  constructor
  · intro hS n
    obtain ⟨M, hM⟩ := hf
    obtain ⟨hw, -⟩ := width_pos_sq h0 h1
    obtain ⟨hq0, hq1⟩ := ratio_mem h0 h1
    have hd : ∀ n, |dual s n| ≤ 1 / width s := by
      intro n
      rw [dual, abs_div, abs_pow, abs_neg, abs_of_pos hq0, abs_of_pos hw]
      exact div_le_div_of_nonneg_right (pow_le_one₀ hq0.le hq1.le) hw.le
    -- the difference of two bounded solutions is a bounded null sequence
    refine sub_eq_zero.mp (bounded_null h0 h1 (h := fun n => f n - dual s n)
      (M := M + 1 / width s) (fun n => ?_) (fun n => ?_) n)
    · exact (abs_sub _ _).trans (add_le_add (hM n) (hd n))
    · have e1 := hS n
      have e2 := overlapOp_dual h0 h1 n
      unfold overlapOp at *
      linear_combination e1 - e2
  · intro h n
    rw [funext h]
    exact overlapOp_dual h0 h1 n

/-- The magnitudes of the dual coefficients fall off exponentially with distance from site zero, on
the scale `decayLength s`. -/
theorem abs_dual {s : ℝ} (h0 : 0 < s) (h1 : s < 1 / 2) (n : ℤ) :
    |dual s n| = Real.exp (-(n.natAbs : ℝ) / decayLength s) / width s := by
  obtain ⟨hw, -⟩ := width_pos_sq h0 h1
  obtain ⟨hq, -⟩ := ratio_mem h0 h1
  rw [dual, abs_div, abs_pow, abs_neg, abs_of_pos hq, abs_of_pos hw, decayLength,
    div_inv_eq_mul, neg_mul_neg, Real.exp_nat_mul, Real.exp_log hq]

/-- As the overlap increases to one half, the site-to-site factor tends to one and the
decay length of the dual function diverges. -/
theorem decayLength_diverges :
    Tendsto ratio (𝓝[<] (1 / 2)) (𝓝 1) ∧
      Tendsto decayLength (𝓝[<] (1 / 2)) atTop := by
  have hv : ratio (1 / 2) = 1 := by norm_num [ratio, width]
  have hc : ContinuousAt ratio (1 / 2) := by
    unfold ratio width
    exact ContinuousAt.div (by fun_prop) (by fun_prop) (by norm_num)
  have hq : Tendsto ratio (𝓝[<] (1 / 2)) (𝓝 1) := by
    have h := hc.tendsto
    rw [hv] at h
    exact h.mono_left nhdsWithin_le_nhds
  refine ⟨hq, ?_⟩
  -- the inverse decay length tends to zero through positive values
  have hl : Tendsto (fun s => -Real.log (ratio s)) (𝓝[<] (1 / 2)) (𝓝[>] 0) := by
    refine tendsto_nhdsWithin_iff.mpr ⟨?_, ?_⟩
    · simpa using ((Real.continuousAt_log one_ne_zero).tendsto.comp hq).neg
    · filter_upwards [Ioo_mem_nhdsLT (by norm_num : (0 : ℝ) < 1 / 2)] with s hs
      obtain ⟨ha, hb⟩ := ratio_mem hs.1 hs.2
      exact neg_pos.mpr (Real.log_neg ha hb)
  exact tendsto_inv_nhdsGT_zero.comp hl

end

end OverlapChainDual
```

```lean
#print axioms OverlapChainDual.overlapOp_dual
#print axioms OverlapChainDual.dual_iff
#print axioms OverlapChainDual.abs_dual
#print axioms OverlapChainDual.decayLength_diverges
```

```
'OverlapChainDual.overlapOp_dual' depends on axioms: [propext, Classical.choice, Quot.sound]
'OverlapChainDual.dual_iff' depends on axioms: [propext, Classical.choice, Quot.sound]
'OverlapChainDual.abs_dual' depends on axioms: [propext, Classical.choice, Quot.sound]
'OverlapChainDual.decayLength_diverges' depends on axioms: [propext, Classical.choice, Quot.sound]
```

### What the theorems say about the chain

A coefficient sequence is a function `f : ℤ → ℝ`, and `overlapOp s f n` is row $n$ of the overlap matrix applied to it. The orbitals themselves do not appear: the model contains only their overlaps, which are postulated to be $1$ on site, $s$ between neighbours and $0$ beyond. Physically, this describes identical orbitals on a regular chain whose overlap past the nearest neighbour is neglected.

The symbols $w$, $q$, $g_n$, $K$ and $\xi$ correspond to `width s`, `ratio s`, `dual s n`, `condNumber s` and `decayLength s`. The distance $|n|$ is `n.natAbs`, a natural number that can serve as an exponent.

The central statement is `dual_iff`. Suppose $0<s<1/2$ and some $M$ bounds $|f_n|$ at every site. Then $f$ solves the dual-function equation if and only if
$$f_n=\frac{1}{\sqrt{1-4s^2}}\left(-\frac{\sqrt K-1}{\sqrt K+1}\right)^{|n|}\quad\text{for every }n.$$
One direction says that this sequence is a solution, and the other that no other bounded sequence is.

Three further theorems complete the physical reading:

- `condNumber_eq` evaluates $K$ as $(1+2s)/(1-2s)$.
- `abs_dual` shows that `decayLength` really is the length in the exponential envelope.
- `decayLength_diverges` states both limits. The filter `𝓝[<] (1 / 2)` means that $s$ approaches $1/2$ from below, and `atTop` means that the decay length grows past every bound.

The definition of $K$ uses the supremum and infimum of the band over all real $k$. `overlapOp_bloch` ties that band to the operator by showing that its values are eigenvalues on standing waves. The file does not construct the operator on square-summable sequences or derive $K$ from operator norms. It also leaves out finite chains, longer-ranged overlaps, several orbitals per site and the forces that arise when the orbitals move with the atoms.

For electronic-structure methods with localised non-orthogonal orbitals, the result shows in this one-parameter infinite chain how the inverse overlap matrix becomes longer-ranged as the basis approaches linear dependence.

### How the proof follows the derivation

`width_pos_sq` supplies $w>0$ and $w^2=1-4s^2$, the two facts about the square root that most later steps need. `ratio_mem` proves $q>0$ from $w<1$, and $q<1$ from the comparison $1-2s<w$.

In `overlapOp_dual`, the hypothesis `hchar` is the quadratic equation for $q$, obtained as above after multiplication by $4s$. The proof then splits into $n<0$, $n=0$ and $n>0$. In the outer cases it writes $n=-m-1$ or $n=m+1$, and `omega` works out the three distances from the origin. `linear_combination` then multiplies `hchar` by $(-q)^m/w$, which is the common factor taken out in the derivation.

`bounded_null` is the uniqueness argument. Its inner claim `key` is the bound $(2s)^mM$, proved by induction on the number of rounds, with the bound at each stage holding at all sites simultaneously. The induction step takes the bounds at $n-1$ and $n+1$, multiplies them by $s$ and combines them with the recurrence through `linarith`. The limit of a geometric sequence then forces $|h_n|\le0$.

For the condition number, `condNumber_eq` shows that the band edges are attained and bound the band, which identifies the supremum and infimum. `ratio_eq_condNumber` writes $K$ as the square of $(1+2s)/w$, takes the root and cross-multiplies. Its final `linear_combination -hw2` is the substitution $w^2=1-4s^2$.

`dual_iff` assembles these results. It first replaces the expression in $K$ by `ratio s`. For uniqueness it bounds the explicit solution by $1/w$, so that its difference from $f$ is bounded by $M+1/w$, and applies `bounded_null` to that difference. The converse is `overlapOp_dual`.

In `abs_dual`, the power $q^{|n|}$ is rewritten as an exponential by means of $e^{\ln q}=q$. In `decayLength_diverges`, continuity of `ratio` at $1/2$, where its value is $1$, gives the first limit. For the second, `hl` records that $-\ln q$ tends to zero and is positive for $0<s<1/2$; the positivity ensures that its inverse goes to $+\infty$.

### At the endpoint s = 1/2

The value $s=1/2$ is excluded from `dual_iff`, and a short calculation shows what goes wrong there. Substituting $g_n=(-1)^nu_n$ turns the dual equation into
$$2u_n-u_{n-1}-u_{n+1}=2\delta_{n,0},$$
whose solutions are $u_n=-|n|+a+bn$ with constants $a$ and $b$. The slope is $b-1$ on the right and $b+1$ on the left, and these cannot both vanish. At the endpoint, then, no bounded coefficient sequence solves the dual equation. The constant $a$ multiplies the alternating wave $(-1)^n$, the $k=\pi$ Bloch wave of coefficients, whose overlap eigenvalue $1-2s$ has reached zero.
